# Bounded joining cost gives a bulk free energy per unit, with error at most c/N

Let $F_N$ be the free energy of a chain of $N$ units. If joining two chains changes the total free energy by at most a constant $c$, whatever their lengths,
$$|F_{N+M}-F_N-F_M|\le c\qquad (N,M\ge 1),$$
then $F_N/N$ converges to a bulk value $f$, and
$$\left|\frac{F_N}{N}-f\right|\le \frac{c}{N}\qquad (N\ge 1).$$

## What the constant c stands for

When two chains are joined, two ends disappear and one junction forms. The constant $c$ bounds the free energy of this change, at fixed temperature and fixed external conditions. It may depend on those conditions, but not on $N$ or $M$.

A bound of this kind is plausible when units interact only with near neighbours along the chain. If the energy of the joined chain is the sum of the two separate energies plus a coupling of size at most $v$, the partition function changes by a factor between $e^{-v/k_BT}$ and $e^{v/k_BT}$, so $c=v$ will do. A free energy with a logarithmic term, $F_N=Nf+a\ln N$ with $a\ne0$, does not satisfy the condition, because its joining cost grows without bound when both chains are lengthened.

For oligomer calculations that are extrapolated to a polymer, the result turns a uniform bound on the joining cost, where one is available, into an error bar at finite length.

## Building one long chain in two ways

**Copies of one chain.** Joining $k+1$ copies of an $N$-chain costs at most $kc$:
$$|F_{(k+1)N}-(k+1)F_N|\le kc.$$
For $k=0$ the left side is zero. For the next case, split off the last copy:
$$F_{(k+2)N}-(k+2)F_N=\big[F_{(k+1)N+N}-F_{(k+1)N}-F_N\big]+\big[F_{(k+1)N}-(k+1)F_N\big].$$
The first bracket is at most $c$ in size and the second at most $kc$, which gives $(k+1)c$.

**Two lengths compared.** A chain of $NM$ units consists of $M$ copies of an $N$-chain, and also of $N$ copies of an $M$-chain. Hence
$$|F_{NM}-MF_N|\le (M-1)c,\qquad |F_{NM}-NF_M|\le (N-1)c.$$
The hypothesis bounds an absolute value by $c$, so $c\ge0$. The triangle inequality then gives
$$|MF_N-NF_M|\le (N+M-2)c\le (N+M)c,$$
and division by $NM$ yields
$$\left|\frac{F_N}{N}-\frac{F_M}{M}\right|\le\frac cN+\frac cM.$$

**The limit and its rate.** If both lengths are at least $K+1$, the right side is at most $2c/(K+1)$, which tends to zero as $K$ grows. The free energies per unit therefore form a Cauchy sequence of real numbers and have a limit $f$. Keeping $N$ fixed and letting $M\to\infty$ in the last inequality gives $|F_N/N-f|\le c/N$.

## End contributions, differences and sharpness

Multiplying the rate by $N$ bounds the end contribution $E_N=F_N-Nf$ by $|E_N|\le c$.

The free energy gained per added unit, when an $N$-chain is lengthened by $M$ units, satisfies
$$\frac{F_{N+M}-F_N}{M}-f=\frac{E_{N+M}-E_N}{M},$$
so it lies within $2c/M$ of $f$. This bound improves with the number of units added, not with the length of the starting chain.

Conversely, suppose that $|F_N-Nf|\le B$ for some numbers $f$ and $B$ and all $N\ge1$. The bulk terms cancel in the joining cost, which leaves
$$|F_{N+M}-F_N-F_M|=|E_{N+M}-E_N-E_M|\le 3B.$$
Bounded joining cost is thus equivalent to a linear bulk law with a bounded end contribution, though the constants in the two directions differ.

The rate is sharp. For $F_N=Nf+c$ with $c\ge0$, the joining cost is exactly $-c$, and $F_N/N-f=c/N$ at every $N\ge1$.

## How the Lean statements encode the chain

The free energies are a function `F : ℕ → ℝ`, with `F N` for $F_N$. The predicate `AlmostAdditive F c` is the joining condition for nonempty chains; `F 0` is unrestricted. The theorem `thermodynamic_limit_with_rate` takes this condition as its only hypothesis and provides an `f` with two properties: `Tendsto (fun N : ℕ => F N / (N : ℝ)) atTop (𝓝 f)`, which is convergence as $N\to\infty$, and the bound $c/N$ for every $N\ge1$.

In `end_contribution_bound` and `difference_quotient_bound`, `f` is any number to which $F_N/N$ is known to converge. The equivalence is `almostAdditive_iff_bulk_plus_bounded`, and the extremal example is `rate_sharp`.

The file contains no Hamiltonian, partition function or temperature. The joining bound is assumed, not derived from a microscopic model, and length is the only variable. The theorems therefore do not establish a thermodynamic limit for systems growing in two or three dimensions, where the cost of joining usually scales with the area of contact.

## The complete file

```lean
import Mathlib

open Filter Topology

namespace ChainFreeEnergy

/-- Joining a chain of `N` units to a chain of `M` units changes the total free energy
by at most `c`, for all nonempty chains. -/
def AlmostAdditive (F : ℕ → ℝ) (c : ℝ) : Prop :=
  ∀ N M : ℕ, 1 ≤ N → 1 ≤ M → |F (N + M) - F N - F M| ≤ c

/-- Joining `k + 1` copies of a chain of `N` units end to end changes the total free energy
by at most `k * c`. -/
theorem joining_copies {F : ℕ → ℝ} {c : ℝ} (h : AlmostAdditive F c) {N : ℕ} (hN : 1 ≤ N)
    (k : ℕ) : |F ((k + 1) * N) - ((k : ℝ) + 1) * F N| ≤ k * c := by
  induction k with
  | zero => simp
  | succ k ih =>
    -- split off the last copy
    have e : (k + 1 + 1) * N = (k + 1) * N + N := by ring
    have h1 := h ((k + 1) * N) N (Nat.mul_pos (Nat.succ_pos k) hN) hN
    rw [e]
    push_cast
    rw [abs_le] at ih h1 ⊢
    obtain ⟨a1, a2⟩ := ih
    obtain ⟨b1, b2⟩ := h1
    constructor <;> linarith

/-- The free energies per unit of chains of `N` and `M` units differ by at most
`c / N + c / M`. -/
theorem compare_lengths {F : ℕ → ℝ} {c : ℝ} (h : AlmostAdditive F c) {N M : ℕ}
    (hN : 1 ≤ N) (hM : 1 ≤ M) : |F N / N - F M / M| ≤ c / N + c / M := by
  have hc : 0 ≤ c := (abs_nonneg _).trans (h 1 1 le_rfl le_rfl)
  obtain ⟨l, rfl⟩ : ∃ l, N = l + 1 := ⟨N - 1, by omega⟩
  obtain ⟨k, rfl⟩ : ∃ k, M = k + 1 := ⟨M - 1, by omega⟩
  -- build the chain of length N * M in two ways
  have h1 := joining_copies h hN k
  have h2 := joining_copies h hM l
  rw [mul_comm (l + 1) (k + 1)] at h2
  have hl : (0 : ℝ) < (l : ℝ) + 1 := by positivity
  have hk : (0 : ℝ) < (k : ℝ) + 1 := by positivity
  push_cast
  rw [div_sub_div _ _ hl.ne' hk.ne', div_add_div _ _ hl.ne' hk.ne', abs_div,
    abs_of_pos (mul_pos hl hk)]
  refine (div_le_div_iff_of_pos_right (mul_pos hl hk)).2 ?_
  rw [abs_le] at h1 h2 ⊢
  obtain ⟨a1, a2⟩ := h1
  obtain ⟨b1, b2⟩ := h2
  constructor <;> linarith

/-- Thermodynamic limit with rate: if joining chains changes the free energy by at most `c`,
the free energy per unit converges to a bulk value `f`, and a chain of `N` units is within
`c / N` of it. -/
theorem thermodynamic_limit_with_rate {F : ℕ → ℝ} {c : ℝ} (h : AlmostAdditive F c) :
    ∃ f : ℝ, Tendsto (fun N : ℕ => F N / (N : ℝ)) atTop (𝓝 f) ∧
      ∀ N : ℕ, 1 ≤ N → |F N / N - f| ≤ c / N := by
  have hc : 0 ≤ c := (abs_nonneg _).trans (h 1 1 le_rfl le_rfl)
  have hb : Tendsto (fun n : ℕ => 2 * c / ((n : ℝ) + 1)) atTop (𝓝 0) := by
    have := (tendsto_one_div_add_atTop_nhds_zero_nat (𝕜 := ℝ)).const_mul (2 * c)
    simpa [div_eq_mul_inv] using this
  -- the free energies per unit form a Cauchy sequence
  have hC : CauchySeq (fun n : ℕ => F (n + 1) / ((n + 1 : ℕ) : ℝ)) := by
    refine cauchySeq_of_le_tendsto_0 (fun n : ℕ => 2 * c / ((n : ℝ) + 1))
      (fun n m K hn hm => ?_) hb
    rw [Real.dist_eq]

    have h1 := compare_lengths h (N := n + 1) (M := m + 1) (by omega) (by omega)
    have h2 : c / ((n + 1 : ℕ) : ℝ) ≤ c / ((K : ℝ) + 1) := by
      push_cast
      gcongr
    have h3 : c / ((m + 1 : ℕ) : ℝ) ≤ c / ((K : ℝ) + 1) := by
      push_cast
      gcongr
    have h4 : 2 * c / ((K : ℝ) + 1) = c / ((K : ℝ) + 1) + c / ((K : ℝ) + 1) := by ring
    linarith
  obtain ⟨f, hf⟩ := cauchySeq_tendsto_of_complete hC
  have hf' : Tendsto (fun N : ℕ => F N / (N : ℝ)) atTop (𝓝 f) :=
    (tendsto_add_atTop_iff_nat (f := fun N : ℕ => F N / (N : ℝ)) 1).1 hf
  refine ⟨f, hf', fun N hN => ?_⟩
  -- let the second chain become infinitely long
  have hl : Tendsto (fun M : ℕ => |F N / (N : ℝ) - F M / (M : ℝ)|) atTop
      (𝓝 |F N / (N : ℝ) - f|) := (tendsto_const_nhds.sub hf').abs
  have hr : Tendsto (fun M : ℕ => c / (N : ℝ) + c / (M : ℝ)) atTop (𝓝 (c / (N : ℝ) + 0)) :=
    tendsto_const_nhds.add (tendsto_const_div_atTop_nhds_zero_nat c)
  rw [add_zero] at hr
  refine le_of_tendsto_of_tendsto hl hr ?_
  filter_upwards [eventually_ge_atTop 1] with M hM
  exact compare_lengths h hN hM

/-- The end contribution `F N - N * f`, the part of the free energy beyond the bulk term,
is at most `c` in size for every nonempty chain. -/
theorem end_contribution_bound {F : ℕ → ℝ} {c f : ℝ} (h : AlmostAdditive F c)
    (hf : Tendsto (fun N : ℕ => F N / (N : ℝ)) atTop (𝓝 f)) {N : ℕ} (hN : 1 ≤ N) :
    |F N - N * f| ≤ c := by
  obtain ⟨g, hg, hb⟩ := thermodynamic_limit_with_rate h
  have hfg : f = g := tendsto_nhds_unique hf hg
  have hNp : (0 : ℝ) < N := by exact_mod_cast hN
  have h1 := hb N hN
  rw [← hfg] at h1
  have e : F N - N * f = (F N / N - f) * N := by
    rw [sub_mul, div_mul_cancel₀ _ hNp.ne', mul_comm f]
  rw [e, abs_mul, abs_of_pos hNp]
  exact (le_div_iff₀ hNp).1 h1

/-- The free energy gained per added unit, when a chain of `N` units is lengthened by `M`,
is within `2 * c / M` of the bulk value. -/
theorem difference_quotient_bound {F : ℕ → ℝ} {c f : ℝ} (h : AlmostAdditive F c)
    (hf : Tendsto (fun N : ℕ => F N / (N : ℝ)) atTop (𝓝 f)) {N M : ℕ}
    (hN : 1 ≤ N) (hM : 1 ≤ M) : |(F (N + M) - F N) / M - f| ≤ 2 * c / M := by
  have hMp : (0 : ℝ) < M := by exact_mod_cast hM
  have h1 := end_contribution_bound h hf hN
  have h2 := end_contribution_bound h hf (N := N + M) (by omega)
  push_cast at h2
  have e : (F (N + M) - F N) / M - f = (F (N + M) - F N - f * M) / M := by
    rw [sub_div _ (f * (M : ℝ)), mul_div_cancel_right₀ _ hMp.ne']
  rw [e, abs_div, abs_of_pos hMp]
  refine (div_le_div_iff_of_pos_right hMp).2 ?_
  rw [abs_le] at h1 h2 ⊢
  obtain ⟨a1, a2⟩ := h1
  obtain ⟨b1, b2⟩ := h2
  constructor <;> linarith

/-- The free energy of joining is bounded over all pairs of chains exactly when the free energy
is a bulk term proportional to length plus a bounded end contribution. -/
theorem almostAdditive_iff_bulk_plus_bounded (F : ℕ → ℝ) :
    (∃ c, AlmostAdditive F c) ↔ ∃ f B : ℝ, ∀ N : ℕ, 1 ≤ N → |F N - N * f| ≤ B := by
  constructor
  · rintro ⟨c, h⟩
    obtain ⟨f, hf, _⟩ := thermodynamic_limit_with_rate h
    exact ⟨f, c, fun N hN => end_contribution_bound h hf hN⟩
  · rintro ⟨f, B, hB⟩
    refine ⟨3 * B, fun N M hN hM => ?_⟩
    -- the bulk terms cancel and three end contributions remain
    have h1 := hB N hN
    have h2 := hB M hM
    have h3 := hB (N + M) (by omega)
    push_cast at h3
    rw [abs_le] at h1 h2 h3 ⊢
    obtain ⟨a1, a2⟩ := h1
    obtain ⟨b1, b2⟩ := h2
    obtain ⟨d1, d2⟩ := h3
    constructor <;> linarith

/-- The rate is sharp: a chain with free energy `N * f + c` meets the joining bound with
constant `c`, has bulk value `f`, and deviates from it by exactly `c / N` at every length. -/
theorem rate_sharp (f : ℝ) {c : ℝ} (hc : 0 ≤ c) :
    AlmostAdditive (fun N : ℕ => (N : ℝ) * f + c) c ∧
      Tendsto (fun N : ℕ => ((N : ℝ) * f + c) / (N : ℝ)) atTop (𝓝 f) ∧
      ∀ N : ℕ, 1 ≤ N → |((N : ℝ) * f + c) / N - f| = c / N := by
  have e : ∀ N : ℕ, 1 ≤ N → ((N : ℝ) * f + c) / N = f + c / N := by
    intro N hN
    have hNp : (0 : ℝ) < N := by exact_mod_cast hN
    rw [add_div, mul_div_cancel_left₀ _ hNp.ne']
  refine ⟨?_, ?_, ?_⟩
  · intro N M _ _
    rw [abs_le]
    push_cast
    constructor <;> linarith
  · have hr : Tendsto (fun N : ℕ => f + c / (N : ℝ)) atTop (𝓝 (f + 0)) :=
      tendsto_const_nhds.add (tendsto_const_div_atTop_nhds_zero_nat c)
    rw [add_zero] at hr
    refine hr.congr' ?_
    filter_upwards [eventually_ge_atTop 1] with N hN
    exact (e N hN).symm
  · intro N hN
    rw [e N hN, add_sub_cancel_left]
    exact abs_of_nonneg (by positivity)

end ChainFreeEnergy
```

```lean
#print axioms ChainFreeEnergy.difference_quotient_bound
#print axioms ChainFreeEnergy.almostAdditive_iff_bulk_plus_bounded
#print axioms ChainFreeEnergy.rate_sharp
```

```
'ChainFreeEnergy.difference_quotient_bound' depends on axioms: [propext, Classical.choice, Quot.sound]
'ChainFreeEnergy.almostAdditive_iff_bulk_plus_bounded' depends on axioms: [propext, Classical.choice, Quot.sound]
'ChainFreeEnergy.rate_sharp' depends on axioms: [propext, Classical.choice, Quot.sound]
```

## How the Lean proof follows the derivation

`joining_copies` is the induction on $k$. The equation `e` splits off the last copy, and `h1` is the joining condition for that split. Rewriting with `abs_le` turns each absolute value into two linear inequalities, which `linarith` adds. The same pattern finishes most of the later bounds.

`compare_lengths` first obtains $c\ge0$ from the joining of two single units. It then writes $N=l+1$ and $M=k+1$, so that `joining_copies` applies in both directions. The rewrite with `mul_comm` identifies the two descriptions of the long chain. After the fractions are put over a common denominator, the remaining inequality is the one for $|MF_N-NF_M|$.

In `thermodynamic_limit_with_rate` the sequence is shifted to start at length one. The lemma `cauchySeq_of_le_tendsto_0` needs a bound that tends to zero, and `hb` supplies it for $2c/(K+1)$. Completeness of the real numbers gives `f`, and `tendsto_add_atTop_iff_nat` removes the shift. For the rate, `hl` and `hr` are the limits of the two sides of the comparison as $M\to\infty$, and `le_of_tendsto_of_tendsto` carries the inequality over to them.

`end_contribution_bound` uses uniqueness of limits to identify the given `f` with the one just constructed, then multiplies by $N$. `difference_quotient_bound` applies it at lengths $N$ and $N+M$. In the equivalence, the forward direction takes $B=c$ and the reverse direction takes the joining constant $3B$. `rate_sharp` rewrites the free energy per unit as $f+c/N$ for $N\ge1$, from which both the limit and the exact error follow.

## Including the empty chain

The joining condition could have been imposed for all natural numbers, zero included. Setting $N=0$ gives $|F_M-F_0-F_M|=|F_0|\le c$, so the only change would be this extra requirement on the empty chain. It holds automatically under the convention $F_0=0$. The chosen version leaves $F_0$ free, which suits data that begin with a single unit.

## The same argument for a dipole moment

The derivation uses only addition, scaling, the triangle inequality and completeness, so it also works by hand for vectors. Let $\boldsymbol\mu_N\in\mathbb R^3$ be the dipole moment of a neutral chain in a fixed orientation, and suppose that $\|\boldsymbol\mu_{N+M}-\boldsymbol\mu_N-\boldsymbol\mu_M\|\le c$ for all $N,M\ge1$. With norms in place of absolute values, the same steps show that $\boldsymbol\mu_N/N$ converges, with error at most $c/N$. This limit can depend on the end groups: opposite charges at the two ends of a straight chain add a dipole that grows in proportion to the length.
